# The product of two block encodings on separate ancillas encodes the product of their blocks

The matrix of a circuit depends on the order of its registers, and here that order is first ancilla a, second ancilla b, system n. A unitary V on b and n acts on neighbouring factors. A unitary U on a and n does not, because b stands between them. So U is first extended by the identity in the order a, n, b, and the basis states are then relabelled. The extended operators are written Ũ and Ṽ. Each ancilla has a reference basis state, a0 or b0, usually the state with all qubits zero.

## The product block and its error bound

The block of U is the matrix on the system with entries

A_ij = ⟨a0, i| U |a0, j⟩,

and B is the block of V at b0. The identity is

⟨a0, b0, i| Ũ Ṽ |a0, b0, j⟩ = (AB)_ij,

and Ũ Ṽ is again unitary.

In practice a block often represents a target operator only after rescaling, and only approximately. Let P and Q now be the blocks of U and V, and let A and B be the targets. Suppose that, in operator norm,

‖A − αP‖ ≤ ε and ‖B − βQ‖ ≤ δ,

with α ≥ 0 and ‖B‖ ≤ β. Then

‖AB − αβ PQ‖ ≤ βε + αδ.

The scales α and β are needed because a block of a unitary has norm at most 1, while a Hamiltonian in energy units usually does not. For β > 0, the condition ‖B‖ ≤ β says that the target, divided by its scale, would itself fit into such a block.

## Squaring a Hamiltonian and testing a circuit

For an electronic Hamiltonian H in a finite basis, encoded with scale α ≥ ‖H‖ and error ε, two copies of the encoding with separate ancillas encode H² with scale α² and error at most 2αε. A resource estimator that composes encodings can propagate scales and errors by this rule.

A test with dense matrices depends on the register order. With the usual convention that the last factor varies fastest, kron(1, V) already has the order a, b, n, but kron(U, 1) has the order a, n, b and must be permuted before the two are multiplied.

## One intermediate ancilla state survives

Let x label the states of a, y those of b, and i, j, k those of the system. The extensions have entries

⟨x, y, i| Ũ |x', y', j⟩ = U_(x,i),(x',j) δ_yy'

⟨x, y, i| Ṽ |x', y', j⟩ = δ_xx' V_(y,i),(y',j).

Inserting a complete set of intermediate states gives

⟨a0, b0, i| Ũ Ṽ |a0, b0, j⟩ = Σ_x,y,k U_(a0,i),(x,k) δ_b0,y δ_x,a0 V_(y,k),(b0,j).

The deltas leave x = a0 and y = b0, so the sum becomes Σ_k A_ik B_kj, where A and B are the blocks of U and V, as in the first identity. In circuit terms, V acts first and cannot move a away from a0. U acts second and cannot bring b back to b0 if V has moved it.

Unitarity follows from

(U ⊗ 1)(U ⊗ 1)† = UU† ⊗ 1 = 1,

from the same calculation for 1 ⊗ V, and from the fact that relabelling basis states preserves unitarity.

For the norm of a block, let J send |j⟩ to |a0, j⟩. Then J†J = 1 and P = J†UJ. Any W with W†W = 1 satisfies ‖W‖² = ‖W†W‖ = ‖1‖ ≤ 1, which applies to both J and U. Hence

‖P‖ ≤ ‖J†‖ ‖U‖ ‖J‖ ≤ 1.

For the error, add and subtract αPB:

AB − αβ PQ = (A − αP)B + αP(B − βQ).

The first term has norm at most εβ and the second at most α · 1 · δ.

If each ancilla has a single state, the blocks are U and V themselves, and the identity reduces to the ordinary product UV.

## A one-state system with two ancilla qubits

Take a system with one state, so that blocks are numbers, and one qubit for each ancilla:

U = [[0.6, 0.8], [0.8, −0.6]]

V = [[0.8, 0.6], [0.6, −0.8]].

Both are unitary, with blocks 0.6 and 0.8. On separate ancillas the product has block 0.6 · 0.8 = 0.48. On one shared ancilla the corresponding entry of UV is 0.6 · 0.8 + 0.8 · 0.6 = 0.96, because the path through ancilla state 1 also contributes.

Now let the targets be A = 1.21 with α = 2 and B = 4.02 with β = 5. The encoded values are 1.2 and 4, so ε = 0.01 and δ = 0.02. The product target is 4.8642 and the encoded product is 10 · 0.48 = 4.8. The error is 0.0642, within the bound 5 · 0.01 + 2 · 0.02 = 0.09.

## The Lean file

```lean
import Mathlib

open Matrix
open scoped Kronecker Matrix.Norms.L2Operator

namespace BlockEncodingProduct

noncomputable section

variable {a b n : Type*} [Fintype a] [DecidableEq a] [Fintype b] [DecidableEq b]
  [Fintype n] [DecidableEq n]

/-- The block of an operator on ancilla ⊗ system in which the ancilla starts and ends
in the reference state `a0`. -/
def block (a0 : a) (U : Matrix (a × n) (a × n) ℂ) : Matrix n n ℂ :=
  U.submatrix (fun i => (a0, i)) (fun j => (a0, j))

/-- Reordering of the registers: (first ancilla, second ancilla, system) becomes
(first ancilla, system, second ancilla). -/
def reorder (a b n : Type*) : (a × b) × n ≃ (a × n) × b where
  toFun p := ((p.1.1, p.2), p.1.2)
  invFun q := ((q.1.1, q.2), q.1.2)
  left_inv _ := rfl
  right_inv _ := rfl

/-- An operator on first ancilla ⊗ system, extended by the identity on the second ancilla. -/
def extendFirst (b : Type*) [DecidableEq b] (U : Matrix (a × n) (a × n) ℂ) :
    Matrix ((a × b) × n) ((a × b) × n) ℂ :=
  (U ⊗ₖ (1 : Matrix b b ℂ)).submatrix (reorder a b n) (reorder a b n)

/-- An operator on second ancilla ⊗ system, extended by the identity on the first ancilla. -/
def extendSecond (a : Type*) [DecidableEq a] (V : Matrix (b × n) (b × n) ℂ) :
    Matrix ((a × b) × n) ((a × b) × n) ℂ :=
  ((1 : Matrix a a ℂ) ⊗ₖ V).submatrix (Equiv.prodAssoc a b n) (Equiv.prodAssoc a b n)

/-- The tensor product of two unitaries is unitary. -/
theorem kronecker_unitary {U : Matrix a a ℂ} {V : Matrix b b ℂ}
    (hU : U ∈ unitaryGroup a ℂ) (hV : V ∈ unitaryGroup b ℂ) :
    U ⊗ₖ V ∈ unitaryGroup (a × b) ℂ := by
  rw [mem_unitaryGroup_iff, star_eq_conjTranspose] at *
  rw [conjTranspose_kronecker, ← mul_kronecker_mul, hU, hV, one_kronecker_one]

/-- Relabelling the basis states of a unitary leaves it unitary. -/
theorem reindex_unitary (e : a ≃ b) {W : Matrix b b ℂ} (hW : W ∈ unitaryGroup b ℂ) :
    W.submatrix e e ∈ unitaryGroup a ℂ := by
  rw [mem_unitaryGroup_iff, star_eq_conjTranspose] at *
  rw [conjTranspose_submatrix, submatrix_mul_equiv, hW, submatrix_one_equiv]

omit [DecidableEq n] in
/-- With separate ancillas, the joint reference block of the product of the extended
operators is the product of their blocks. -/
theorem block_mul (a0 : a) (b0 : b) (U : Matrix (a × n) (a × n) ℂ)
    (V : Matrix (b × n) (b × n) ℂ) :
    block (a0, b0) (extendFirst b U * extendSecond a V) = block a0 U * block b0 V := by
  have hF : ∀ x y i x' y' j, extendFirst b U ((x, y), i) ((x', y'), j)
      = U (x, i) (x', j) * (1 : Matrix b b ℂ) y y' := fun _ _ _ _ _ _ => rfl
  have hS : ∀ x y i x' y' j, extendSecond a V ((x, y), i) ((x', y'), j)
      = (1 : Matrix a a ℂ) x x' * V (y, i) (y', j) := fun _ _ _ _ _ _ => rfl
  ext i j
  change ∑ p, extendFirst b U ((a0, b0), i) p * extendSecond a V p ((a0, b0), j)
    = ∑ k, U (a0, i) (a0, k) * V (b0, k) (b0, j)
  -- only the intermediate ancilla state (a0, b0) contributes
  rw [Fintype.sum_prod_type, Fintype.sum_eq_single (a0, b0)]
  · simp [hF, hS]
  · rintro ⟨x, y⟩ h
    apply Finset.sum_eq_zero
    intro k _
    by_cases hx : x = a0
    · have hy : b0 ≠ y := fun hy => h (by rw [hx, hy])
      simp [hF, hS, Matrix.one_apply, hy]
    · simp [hF, hS, Matrix.one_apply, hx]

/-- **Product of block encodings.** If the unitaries `U` and `V`, with separate ancillas,
have reference blocks `A` and `B`, then the product of their extensions is a unitary whose
joint reference block is `A * B`. -/
theorem product_of_block_encodings (a0 : a) (b0 : b) {U : Matrix (a × n) (a × n) ℂ}
    {V : Matrix (b × n) (b × n) ℂ} {A B : Matrix n n ℂ}
    (hU : U ∈ unitaryGroup (a × n) ℂ) (hV : V ∈ unitaryGroup (b × n) ℂ)
    (hA : block a0 U = A) (hB : block b0 V = B) :
    extendFirst b U * extendSecond a V ∈ unitaryGroup ((a × b) × n) ℂ ∧
      block (a0, b0) (extendFirst b U * extendSecond a V) = A * B := by
  refine ⟨mul_mem ?_ ?_, by rw [block_mul, hA, hB]⟩
  · exact reindex_unitary _ (kronecker_unitary hU (one_mem _))
  · exact reindex_unitary _ (kronecker_unitary (one_mem _) hV)

/-- The map that adjoins an ancilla in the reference state `a0` to a system state. -/
def adjoin (a0 : a) : Matrix (a × n) n ℂ :=
  (1 : Matrix (a × n) (a × n) ℂ).submatrix id (fun j => (a0, j))

omit [DecidableEq a] in
/-- A matrix with orthonormal columns has operator norm at most one. -/
theorem norm_isometry_le_one {W : Matrix a b ℂ} (hW : Wᴴ * W = 1) : ‖W‖ ≤ 1 := by
  have h := l2_opNorm_conjTranspose_mul_self W
  have h1 := l2_opNorm_conjTranspose_mul_self (1 : Matrix b b ℂ)
  rw [hW] at h
  rw [conjTranspose_one, mul_one] at h1
  have h2 : ‖(1 : Matrix b b ℂ)‖ ≤ 1 := by nlinarith
  nlinarith

/-- Every reference block of a unitary has operator norm at most one. -/
theorem norm_block_le_one (a0 : a) {U : Matrix (a × n) (a × n) ℂ}
    (hU : U ∈ unitaryGroup (a × n) ℂ) : ‖block a0 U‖ ≤ 1 := by
  have hP : (adjoin a0 : Matrix (a × n) n ℂ)ᴴ
      = (1 : Matrix (a × n) (a × n) ℂ).submatrix (fun i => (a0, i)) id := by
    rw [adjoin, conjTranspose_submatrix, conjTranspose_one]
  -- the block is the compression of U by an isometry
  have hblock : block a0 U = (adjoin a0 : Matrix (a × n) n ℂ)ᴴ *
      (U * (adjoin a0 : Matrix (a × n) n ℂ)) := by
    rw [hP]
    ext i j
    simp [block, adjoin, Matrix.mul_apply, Matrix.one_apply]
  have hadj : (adjoin a0 : Matrix (a × n) n ℂ)ᴴ * (adjoin a0 : Matrix (a × n) n ℂ) = 1 := by
    rw [hP]
    ext i j
    simp [adjoin, Matrix.mul_apply, Matrix.one_apply]
  have h1 : ‖(adjoin a0 : Matrix (a × n) n ℂ)‖ ≤ 1 := norm_isometry_le_one hadj
  have h2 : ‖U‖ ≤ 1 := norm_isometry_le_one (mem_unitaryGroup_iff'.mp hU)
  rw [hblock]
  refine (l2_opNorm_mul _ _).trans ?_
  rw [l2_opNorm_conjTranspose]
  exact mul_le_one₀ h1 (norm_nonneg _)
    ((l2_opNorm_mul _ _).trans (mul_le_one₀ h2 (norm_nonneg _) h1))

/-- `U` is a unitary whose reference block, multiplied by the scale `α`, equals `A` up to an
error `ε` in operator norm. -/
def IsBlockEncoding (α ε : ℝ) (a0 : a) (U : Matrix (a × n) (a × n) ℂ)
    (A : Matrix n n ℂ) : Prop :=
  U ∈ unitaryGroup (a × n) ℂ ∧ ‖A - (α : ℂ) • block a0 U‖ ≤ ε

/-- For encodings of `A` and `B` with scales `α ≥ 0` and `β ≥ ‖B‖` and errors `ε` and `δ`,
the product circuit encodes `A * B` with scale `α * β` and error `β * ε + α * δ`. -/
theorem product_with_errors {α β ε δ : ℝ} {a0 : a} {b0 : b}
    {U : Matrix (a × n) (a × n) ℂ} {V : Matrix (b × n) (b × n) ℂ} {A B : Matrix n n ℂ}
    (hU : IsBlockEncoding α ε a0 U A) (hV : IsBlockEncoding β δ b0 V B)
    (hα : 0 ≤ α) (hβ : ‖B‖ ≤ β) :
    IsBlockEncoding (α * β) (β * ε + α * δ) (a0, b0)
      (extendFirst b U * extendSecond a V) (A * B) := by
  refine ⟨(product_of_block_encodings a0 b0 hU.1 hV.1 rfl rfl).1, ?_⟩
  -- split the error into the error of A and the error of B
  have key : A * B - ((α * β : ℝ) : ℂ) • (block a0 U * block b0 V)
      = (A - (α : ℂ) • block a0 U) * B
        + (α : ℂ) • (block a0 U * (B - (β : ℂ) • block b0 V)) := by
    rw [Complex.ofReal_mul]
    simp only [Matrix.sub_mul, Matrix.mul_sub, Matrix.smul_mul, Matrix.mul_smul,
      smul_sub, smul_smul]
    abel
  have h1 : ‖(A - (α : ℂ) • block a0 U) * B‖ ≤ ε * β :=
    (l2_opNorm_mul _ _).trans
      (mul_le_mul hU.2 hβ (norm_nonneg _) ((norm_nonneg _).trans hU.2))
  have h2 : ‖block a0 U * (B - (β : ℂ) • block b0 V)‖ ≤ 1 * δ :=
    (l2_opNorm_mul _ _).trans
      (mul_le_mul (norm_block_le_one a0 hU.1) hV.2 (norm_nonneg _) zero_le_one)
  have h3 : ‖(α : ℂ) • (block a0 U * (B - (β : ℂ) • block b0 V))‖ ≤ α * (1 * δ) := by
    rw [norm_smul, Complex.norm_real, Real.norm_of_nonneg hα]
    exact mul_le_mul_of_nonneg_left h2 hα
  rw [block_mul, key]
  refine (norm_add_le _ _).trans ?_
  linarith

/-- The bit flip on one ancilla qubit, with the identity on the system. -/
def ancillaFlip (n : Type*) [DecidableEq n] : Matrix (Fin 2 × n) (Fin 2 × n) ℂ :=
  !![0, 1; 1, 0] ⊗ₖ (1 : Matrix n n ℂ)

/-- For a system with at least one state, sharing one ancilla can break the product rule: the
ancilla flip is unitary with zero reference block, but the reference block of its square is the
identity. -/
theorem shared_ancilla_fails :
    ancillaFlip n ∈ unitaryGroup (Fin 2 × n) ℂ ∧ block 0 (ancillaFlip n) = 0 ∧
      block 0 (ancillaFlip n * ancillaFlip n) = 1 := by
  have hX : (!![0, 1; 1, 0] : Matrix (Fin 2) (Fin 2) ℂ) * !![0, 1; 1, 0] = 1 := by
    ext i j
    fin_cases i <;> fin_cases j <;> simp [Matrix.mul_apply, Fin.sum_univ_succ]
  have hs : star (!![0, 1; 1, 0] : Matrix (Fin 2) (Fin 2) ℂ) = !![0, 1; 1, 0] := by
    ext i j
    fin_cases i <;> fin_cases j <;> simp [Matrix.star_apply]
  refine ⟨kronecker_unitary ?_ (one_mem _), ?_, ?_⟩
  · rw [mem_unitaryGroup_iff, hs, hX]
  · ext i j
    simp [block, ancillaFlip]
  · rw [ancillaFlip, ← mul_kronecker_mul, hX, Matrix.one_mul, one_kronecker_one]
    ext i j
    simp [block, Matrix.one_apply]

end

end BlockEncodingProduct
```

```lean
#print axioms BlockEncodingProduct.product_of_block_encodings
#print axioms BlockEncodingProduct.product_with_errors
#print axioms BlockEncodingProduct.shared_ancilla_fails
```

```
'BlockEncodingProduct.product_of_block_encodings' depends on axioms: [propext, Classical.choice, Quot.sound]
'BlockEncodingProduct.product_with_errors' depends on axioms: [propext, Classical.choice, Quot.sound]
'BlockEncodingProduct.shared_ancilla_fails' depends on axioms: [propext, Classical.choice, Quot.sound]
```

## Reading the statements as circuits

The types `a`, `b` and `n` are finite sets of basis labels, so registers of any number of qubits are included, as are dimensions that are not powers of two. `block a0 U` fixes the ancilla label in both the row and the column. `extendFirst b U` is Ũ and `extendSecond a V` is Ṽ; each is a Kronecker product with an identity, followed by a relabelling. In `extendFirst b U * extendSecond a V` the right-hand factor acts first on a state.

`product_of_block_encodings` assumes that `U` and `V` are unitary with blocks `A` and `B`, and concludes that the product is unitary with joint block `A * B`. `IsBlockEncoding α ε a0 U A` combines unitarity with the bound ‖A − αP‖ ≤ ε, and `product_with_errors` is the error rule above. The matrix norm is the operator norm induced by the Euclidean norm on states, that is, the largest singular value.

`shared_ancilla_fails` concerns a bit flip on one ancilla qubit. Its block is zero, yet the block of its square is the identity, since the second flip returns the ancilla to its reference state. For a system with at least one state, this contradicts the product rule for a shared ancilla.

## The lemmas behind the two product theorems

`kronecker_unitary` and `reindex_unitary` give the unitarity of the extensions, and `mul_mem` that of their product.

`block_mul` is the sum over intermediate states, and it needs no unitarity. `hF` and `hS` are the two entry formulas; both hold by definition. `Fintype.sum_prod_type` separates the ancilla sum from the system sum, and `Fintype.sum_eq_single` keeps the term (a0, b0). For any other pair, the case split on `x = a0` identifies which delta vanishes.

`adjoin` is J. `norm_isometry_le_one` obtains ‖1‖ ≤ 1 from ‖1‖ = ‖1‖², which also holds for an empty system, where the norm is zero. `norm_block_le_one` then writes the block as J†UJ and bounds the three factors.

In `product_with_errors`, `key` is the splitting of the error into two terms. `h1` bounds the first term, `h2` and `h3` bound the second, and the triangle inequality combines them.

## What a code still has to supply

The theorems take U and V as given. They neither construct them from a Hamiltonian nor count gates, and both registers and system are finite-dimensional. Ancilla dimensions multiply, so qubit counts add; reusing an ancilla without further operations is not covered, and the counter-example shows that the product rule can then fail.

The two product theorems assume that both operators are exactly unitary. An approximate circuit that is still unitary, such as one with rounded rotation angles, fits the theorem if its deviation is included in ε or δ. The same holds for a coherent hardware error, such as a fixed over-rotation, if it acts only on the system and that circuit's own ancilla. Decoherence is not described by a unitary on these registers, and matrices rounded to floating point are in general not exactly unitary, so neither is covered.

The norm condition matters when targets exceed their scales. With one-state registers, U = V = 1, α = β = 1, A = 1 + ε and B = 1 + δ, the product error is ε + δ + εδ, which exceeds ε + δ when both errors are positive. This small example, worked here and not in the file, shows that the bound can fail when ‖A‖ > α and ‖B‖ > β both hold. A code that propagates errors by this rule can check ‖B‖ ≤ β, as in the theorem. The check concerns the target itself, not the encoded approximation βQ, which satisfies the inequality automatically when β ≥ 0. Checking ‖A‖ ≤ α with β ≥ 0 would also suffice, by the splitting A(B − βQ) + (A − αP)βQ, which is not in the file.
